# With Boltzmann carriers and frozen defect totals, charge neutrality has one Fermi level, and bisection from a sign-changing bracket converges to it

Take a semiconductor with one kind of donor, present in total concentration $N$, which is either neutral or singly positive. Let $u$ be the reduced Fermi level, that is, the Fermi energy divided by $k_BT$. With positive statistical weights $w_0$ and $w_1$ for the two charge states, the ionised fraction is
$$f(u)=\frac{w_1e^{-u}}{w_0+w_1e^{-u}},\qquad f'(u)=-f(u)\,(1-f(u)).$$
The net charge is $p_0e^{-u}-n_0e^{u}+Nf(u)$, where $p_0$ and $n_0$ are the hole and electron densities at $u=0$. Raising $u$ removes holes, adds electrons and neutralises donors, so all three terms fall. The product $f(1-f)$ is the variance of the donor's charge, and in this form the argument extends to any finite set of charge states.

## Frozen totals, Boltzmann carriers and finitely many charge states

For defect kinds $d$ with allowed integer charges $q$ and weights $w_{dq}$, define
$$M_{d,k}(u)=\sum_q q^k w_{dq}e^{-qu},\qquad \bar q_d=\frac{M_{d,1}}{M_{d,0}},\qquad Q(u)=p_0e^{-u}-n_0e^u+\sum_d N_d\,\bar q_d(u).$$
The weight $w_{dq}$ stands for a degeneracy times a Boltzmann factor at $u=0$. The totals $N_d$ are frozen, as after a quench: defects change their charge state but not their number.

In Lean 4 with Mathlib:

```lean
import Mathlib

open Filter Topology

namespace PointDefectEquilibrium

noncomputable section
```

The structure `DefectSystem` holds these data with their sign conditions. Charges are counted in units of the elementary charge, and all concentrations share one unit.

```lean
/-- Carrier prefactors, frozen defect totals, allowed charge states and their positive
statistical weights at zero reduced Fermi level. -/
structure DefectSystem (D : Type*) where
  p0 : ℝ
  n0 : ℝ
  N : D → ℝ
  charges : D → Finset ℤ
  w : D → ℤ → ℝ
  p0_pos : 0 < p0
  n0_pos : 0 < n0
  N_nonneg : ∀ d, 0 ≤ N d
  charges_nonempty : ∀ d, (charges d).Nonempty
  w_pos : ∀ d, ∀ q ∈ charges d, 0 < w d q
```

The next definitions are $M_{d,k}$, $\bar q_d$, the charge variance and $Q$. `[Fintype D]` says that there are finitely many defect kinds, possibly none.

```lean
variable {D : Type*} (S : DefectSystem D)

/-- The unnormalised `k`-th charge moment of defect `d` at reduced Fermi level `u`. -/
def DefectSystem.moment (d : D) (k : ℕ) (u : ℝ) : ℝ :=
  ∑ q ∈ S.charges d, (q : ℝ) ^ k * S.w d q * Real.exp (-((q : ℝ) * u))

/-- The mean charge of defect `d`, averaged over its charge states. -/
def DefectSystem.meanCharge (d : D) (u : ℝ) : ℝ :=
  S.moment d 1 u / S.moment d 0 u

/-- The variance of the charge of defect `d` over its charge states. -/
def DefectSystem.chargeVariance (d : D) (u : ℝ) : ℝ :=
  (∑ q ∈ S.charges d, ((q : ℝ) - S.meanCharge d u) ^ 2 * S.w d q *
    Real.exp (-((q : ℝ) * u))) / S.moment d 0 u

/-- The net charge `Q(u)` of holes, electrons and defects with frozen totals. -/
def DefectSystem.netCharge [Fintype D] (u : ℝ) : ℝ :=
  S.p0 * Real.exp (-u) - S.n0 * Real.exp u + ∑ d, S.N d * S.meanCharge d u
```

Bisection acts on a pair of endpoints. It keeps the right half if the function is positive at the midpoint, and the left half otherwise.

```lean
/-- One bisection step for a decreasing function: keep the half interval selected by the
sign at the midpoint. -/
def bisectStep (f : ℝ → ℝ) (I : ℝ × ℝ) : ℝ × ℝ :=
  if 0 < f ((I.1 + I.2) / 2) then ((I.1 + I.2) / 2, I.2) else (I.1, (I.1 + I.2) / 2)

/-- The endpoints after `n` bisection steps started from `a` and `b`. -/
def bisect (f : ℝ → ℝ) (a b : ℝ) : ℕ → ℝ × ℝ
  | 0 => (a, b)
  | n + 1 => bisectStep f (bisect f a b n)
```

The model leaves out Fermi–Dirac carrier statistics, interactions between defects and totals that re-equilibrate with $u$. Its bisection works in exact real arithmetic, without rounding.

## Positive weights on nonempty charge sets

Every defect must have a state to occupy, and each listed state must have positive probability. By hand, this gives $M_{d,0}>0$, so the mean charge is a genuine average. Without positivity the average can break down: weights $1$ and $-1$ on charges $0$ and $1$ give $M_{d,0}=1-e^{-u}$, which vanishes at $u=0$.

```lean
/-- The partition sum over the charge states of a defect is positive. -/
theorem partition_pos (d : D) (u : ℝ) : 0 < S.moment d 0 u := by
  unfold DefectSystem.moment
  refine Finset.sum_pos (fun q hq => ?_) (S.charges_nonempty d)
  have := S.w_pos d q hq
  positivity
```

Differentiating term by term gives $M_{d,k}'=-M_{d,k+1}$.

```lean
/-- Differentiating a charge moment in the reduced Fermi level gives minus the next moment. -/
theorem hasDerivAt_moment (d : D) (k : ℕ) (u : ℝ) :
    HasDerivAt (S.moment d k) (-S.moment d (k + 1) u) u := by
  have h : ∀ q ∈ S.charges d, HasDerivAt
      (fun x : ℝ => (q : ℝ) ^ k * S.w d q * Real.exp (-((q : ℝ) * x)))
      (-((q : ℝ) ^ (k + 1) * S.w d q * Real.exp (-((q : ℝ) * u)))) u := by
    intro q _
    have h1 : HasDerivAt (fun x : ℝ => -((q : ℝ) * x)) (-(q : ℝ)) u :=
      ((hasDerivAt_id' u).const_mul (q : ℝ)).fun_neg.congr_deriv (by ring)
    exact (h1.exp.const_mul ((q : ℝ) ^ k * S.w d q)).congr_deriv (by ring)
  have hs := HasDerivAt.fun_sum h
  exact hs.congr_deriv (by simp only [DefectSystem.moment, Finset.sum_neg_distrib])
```

The quotient rule then gives
$$\bar q_d'=\frac{-M_{d,2}M_{d,0}+M_{d,1}^2}{M_{d,0}^2}=-\left(\frac{M_{d,2}}{M_{d,0}}-\bar q_d^{\,2}\right)=-\mathrm{Var}_d\le 0.$$
In the proof, `hv` expands the square in the variance into moments, and `field_simp` and `ring` match the two expressions. Positive weights are used again for the sign of the variance.

```lean
/-- The slope of the mean defect charge is minus the charge variance, and that variance is
nonnegative. -/
theorem meanCharge_slope (d : D) (u : ℝ) :
    HasDerivAt (S.meanCharge d) (-S.chargeVariance d u) u ∧ 0 ≤ S.chargeVariance d u := by
  have hZ := partition_pos S d u
  constructor
  · have h0 : HasDerivAt (S.moment d 0) (-S.moment d 1 u) u := hasDerivAt_moment S d 0 u
    have h1 : HasDerivAt (S.moment d 1) (-S.moment d 2 u) u := hasDerivAt_moment S d 1 u
    -- expand the square in the variance into moments
    have hv : ∀ c : ℝ, ∑ q ∈ S.charges d, ((q : ℝ) - c) ^ 2 * S.w d q *
        Real.exp (-((q : ℝ) * u)) =
        S.moment d 2 u - 2 * c * S.moment d 1 u + c ^ 2 * S.moment d 0 u := by
      intro c
      simp only [DefectSystem.moment, Finset.mul_sum, ← Finset.sum_sub_distrib,
        ← Finset.sum_add_distrib]
      exact Finset.sum_congr rfl fun q _ => by ring
    refine (h1.fun_div h0 hZ.ne').congr_deriv ?_
    rw [DefectSystem.chargeVariance, hv, DefectSystem.meanCharge]
    have hne := hZ.ne'
    field_simp
    ring
  · refine div_nonneg (Finset.sum_nonneg fun q hq => ?_) hZ.le
    have := S.w_pos d q hq
    positivity
```

## Nonnegative defect totals

A total is a concentration, so $N_d\ge0$. Summing the slopes gives
$$Q'(u)=-\Bigl(p_0e^{-u}+n_0e^u+\sum_d N_d\mathrm{Var}_d(u)\Bigr).$$
The formula holds for any real $N_d$; the condition $N_d\ge 0$ ensures that the defects cannot make the slope positive. With a negative total, uniqueness can fail: for $p_0=n_0=1$ and one defect with charges $\pm1$, equal weights and $N=-4$, one finds $Q=-2\sinh u+4\tanh u$, which has three zeros.

```lean
/-- The slope of the net charge is minus the sum of both carrier densities and the
charge variances weighted by the defect totals. -/
theorem hasDerivAt_netCharge [Fintype D] (u : ℝ) :
    HasDerivAt S.netCharge (-(S.p0 * Real.exp (-u) + S.n0 * Real.exp u +
      ∑ d, S.N d * S.chargeVariance d u)) u := by
  have h1 : HasDerivAt (fun x : ℝ => S.p0 * Real.exp (-x)) (-(S.p0 * Real.exp (-u))) u :=
    ((hasDerivAt_id' u).fun_neg.exp.const_mul S.p0).congr_deriv (by ring)
  have h2 := (Real.hasDerivAt_exp u).const_mul S.n0
  have h3 : HasDerivAt (fun x => ∑ d, S.N d * S.meanCharge d x)
      (∑ d, S.N d * -S.chargeVariance d u) u :=
    HasDerivAt.fun_sum fun d _ => (meanCharge_slope S d u).1.const_mul (S.N d)
  exact ((h1.fun_sub h2).fun_add h3).congr_deriv (by
    simp only [mul_neg, Finset.sum_neg_distrib]
    ring)
```

## Positive carrier prefactors

Both bands supply carriers at every Fermi level. This makes $Q'$ strictly negative and also forces $Q$ to change sign. With $p_0=0$ and no defects, $Q=-n_0e^u$ has no zero at all.

To find the sign change, put $C=\sum_d N_d\bar q_d(0)$ and $t=(n_0+|C|)/p_0$. Since $e^t\ge1+t$, $e^{-t}\le1$ and the defect charge does not increase with $u$,
$$Q(-t)\ge p_0(1+t)-n_0+C=p_0+|C|+C\ge p_0>0.$$
Likewise, with $s=(p_0+|C|)/n_0$,
$$Q(s)\le p_0-n_0(1+s)+C=-n_0-|C|+C\le-n_0<0.$$
In the code, `hanti` is the monotonicity of the defect charge, and `linarith` adds up the inequalities.

```lean
/-- An explicit bracket for charge neutrality, computed from the total defect charge at
`u = 0`. -/
theorem explicit_bracket [Fintype D] :
    0 < S.netCharge (-((S.n0 + |∑ d, S.N d * S.meanCharge d 0|) / S.p0)) ∧
    S.netCharge ((S.p0 + |∑ d, S.N d * S.meanCharge d 0|) / S.n0) < 0 := by
  have hp := S.p0_pos
  have hn := S.n0_pos
  -- the total defect charge cannot increase with the Fermi level
  have hanti : ∀ x y : ℝ, x ≤ y →
      ∑ d, S.N d * S.meanCharge d y ≤ ∑ d, S.N d * S.meanCharge d x := by
    intro x y hxy
    refine Finset.sum_le_sum fun d _ => mul_le_mul_of_nonneg_left ?_ (S.N_nonneg d)
    refine antitone_of_deriv_nonpos
      (fun u => (meanCharge_slope S d u).1.differentiableAt) (fun u => ?_) hxy
    rw [(meanCharge_slope S d u).1.deriv]
    linarith [(meanCharge_slope S d u).2]
  set C := ∑ d, S.N d * S.meanCharge d 0 with hC
  constructor
  · have ht : 0 ≤ (S.n0 + |C|) / S.p0 := by positivity
    have hm : S.p0 * ((S.n0 + |C|) / S.p0) = S.n0 + |C| := by field_simp
    generalize (S.n0 + |C|) / S.p0 = t at ht hm ⊢
    have h1 := mul_le_mul_of_nonneg_left (Real.add_one_le_exp t) hp.le
    have h2 := mul_le_mul_of_nonneg_left (Real.exp_le_one_iff.2 (neg_nonpos.2 ht)) hn.le
    have h3 := hanti (-t) 0 (by linarith)
    rw [DefectSystem.netCharge, neg_neg]
    linarith [neg_abs_le C]
  · have ht : 0 ≤ (S.p0 + |C|) / S.n0 := by positivity
    have hm : S.n0 * ((S.p0 + |C|) / S.n0) = S.p0 + |C| := by field_simp
    generalize (S.p0 + |C|) / S.n0 = t at ht hm ⊢
    have h1 := mul_le_mul_of_nonneg_left (Real.add_one_le_exp t) hn.le
    have h2 := mul_le_mul_of_nonneg_left (Real.exp_le_one_iff.2 (neg_nonpos.2 ht)) hp.le
    have h3 := hanti 0 t ht
    rw [DefectSystem.netCharge]
    linarith [le_abs_self C]
```

## An ordered bracket with a sign change

The user supplies $a\le b$ with $Q(a)Q(b)\le0$; an endpoint may itself be the zero. If the zero $r$ lay below $a$, both values would be negative; if it lay above $b$, both would be positive. Either way the product would be positive, so $a\le r\le b$. Without a sign change, bisection converges to an endpoint instead of the zero. The same happens with reversed endpoints, $a>b$.

If the midpoint value is positive, the midpoint lies below $r$; otherwise it lies at or above $r$. Each step therefore keeps $r$ enclosed, and induction gives the width $(b-a)/2^n$ after $n$ steps.

```lean
/-- For a strictly decreasing function, bisection keeps the root enclosed and halves the
bracket at every step. -/
theorem bisect_encloses {f : ℝ → ℝ} (hf : StrictAnti f) {a b r : ℝ} (hr : f r = 0)
    (ha : a ≤ r) (hb : r ≤ b) (n : ℕ) :
    (bisect f a b n).1 ≤ r ∧ r ≤ (bisect f a b n).2 ∧
      (bisect f a b n).2 - (bisect f a b n).1 = (b - a) / 2 ^ n := by
  induction n with
  | zero => exact ⟨ha, hb, by simp [bisect]⟩
  | succ n ih =>
    obtain ⟨h1, h2, h3⟩ := ih
    rw [pow_succ, ← div_div, ← h3]
    simp only [bisect, bisectStep]
    generalize bisect f a b n = I at h1 h2 ⊢
    split_ifs with h
    · refine ⟨le_of_not_gt fun hc => ?_, h2, by ring⟩
      linarith [hf hc]
    · refine ⟨h1, le_of_not_gt fun hc => h ?_, by ring⟩
      linarith [hf hc]
```

The main theorem states that $Q$ is continuous and strictly decreasing, and that some $r$ satisfies $Q(u)=0$ exactly when $u=r$. For every such bracket, the midpoint after $n$ steps lies within $(b-a)/2^{n+1}$ of $r$, and the midpoints converge to $r$.

The proof turns on `strictAnti_of_deriv_neg`, which passes from a negative derivative everywhere to strict decrease. It asks for no separate proof of differentiability, because Mathlib's `deriv` is zero wherever a function is not differentiable, so a negative value already implies differentiability. The weaker `antitone_of_deriv_nonpos`, used for the mean charges above, does need that proof.

Continuity follows from the derivative, the intermediate value theorem gives a zero $r$ from the opposite signs at the two explicit points, and injectivity makes it unique. The error bound tends to zero and squeezes the error to zero with it.

```lean
/-- The net charge is continuous and strictly decreasing and has exactly one zero; bisection
from any sign-changing bracket converges to it, with an error bound halved at each step. -/
theorem fermi_level_exists_unique_and_bisection [Fintype D] :
    Continuous S.netCharge ∧ StrictAnti S.netCharge ∧
    ∃ r, (∀ u, S.netCharge u = 0 ↔ u = r) ∧
      ∀ a b, a ≤ b → S.netCharge a * S.netCharge b ≤ 0 →
        (∀ n, |((bisect S.netCharge a b n).1 + (bisect S.netCharge a b n).2) / 2 - r|
          ≤ (b - a) / 2 ^ (n + 1)) ∧
        Tendsto (fun n => ((bisect S.netCharge a b n).1 + (bisect S.netCharge a b n).2) / 2)
          atTop (𝓝 r) := by
  have hcont : Continuous S.netCharge :=
    continuous_iff_continuousAt.2 fun u => (hasDerivAt_netCharge S u).continuousAt
  have hanti : StrictAnti S.netCharge := by
    refine strictAnti_of_deriv_neg fun u => ?_
    rw [(hasDerivAt_netCharge S u).deriv]
    have h1 := mul_pos S.p0_pos (Real.exp_pos (-u))
    have h2 := mul_pos S.n0_pos (Real.exp_pos u)
    have h3 : 0 ≤ ∑ d, S.N d * S.chargeVariance d u :=
      Finset.sum_nonneg fun d _ => mul_nonneg (S.N_nonneg d) (meanCharge_slope S d u).2
    linarith
  obtain ⟨r, hr⟩ := mem_range_of_exists_le_of_exists_ge hcont
    ⟨_, (explicit_bracket S).2.le⟩ ⟨_, (explicit_bracket S).1.le⟩
  refine ⟨hcont, hanti, r, fun u => ⟨fun hu => hanti.injective (hu.trans hr.symm),
    fun hu => hu ▸ hr⟩, fun a b hab hs => ?_⟩
  -- a sign change forces the root to lie in the bracket
  have ha : a ≤ r := le_of_not_gt fun hc => by
    have h1 := hanti hc
    have h2 := hanti.antitone hab
    exact absurd (mul_pos_of_neg_of_neg (by linarith) (by linarith)) (not_lt_of_ge hs)
  have hb : r ≤ b := le_of_not_gt fun hc => by
    have h1 := hanti hc
    have h2 := hanti.antitone hab
    exact absurd (mul_pos (by linarith) (by linarith)) (not_lt_of_ge hs)
  have hbound : ∀ n, |((bisect S.netCharge a b n).1 + (bisect S.netCharge a b n).2) / 2 - r|
      ≤ (b - a) / 2 ^ (n + 1) := by
    intro n
    obtain ⟨h1, h2, h3⟩ := bisect_encloses hanti hr ha hb n
    rw [pow_succ, ← div_div, ← h3, abs_le]
    constructor <;> linarith
  refine ⟨hbound, ?_⟩
  have hlim := (tendsto_pow_atTop_nhds_zero_of_lt_one (by norm_num)
    (by norm_num : (1 / 2 : ℝ) < 1)).const_mul ((b - a) / 2)
  rw [mul_zero] at hlim
  refine tendsto_iff_dist_tendsto_zero.2
    (squeeze_zero (fun _ => dist_nonneg) (fun n => ?_) hlim)
  rw [Real.dist_eq]
  refine (hbound n).trans (le_of_eq ?_)
  rw [div_pow, one_pow, pow_succ]
  field_simp
```

For defect calculations with Boltzmann carriers and frozen totals, this means that a neutrality solver has a single Fermi level to find. The explicit points $-t$ and $s$ bracket it in exact arithmetic, but they can lie too far out for a computer: $|C|=10^6n_0$ gives $s>10^6$, and $e^s$ overflows in double precision. The points $-\log(1+t)$ and $\log(1+s)$ are a better start. The same estimates, done by hand, give the same signs there, because $e^{\log(1+t)}=1+t$ and $e^{\log(1+s)}=1+s$.

## The limit without defects

If every $N_d$ vanishes, neutrality reads $p_0e^{-u}=n_0e^u$. Hence $e^{2u}=p_0/n_0$ and $u=\tfrac12\log(p_0/n_0)$, the intrinsic level. The proof checks that this value is a zero and takes uniqueness from the strict decrease of $Q$.

```lean
/-- When all defect totals vanish, charge neutrality holds exactly at half the logarithm of
the ratio of the hole and electron prefactors. -/
theorem intrinsic_fermi_level [Fintype D] (hN : ∀ d, S.N d = 0) (u : ℝ) :
    S.netCharge u = 0 ↔ u = Real.log (S.p0 / S.n0) / 2 := by
  have hzero : S.netCharge (Real.log (S.p0 / S.n0) / 2) = 0 := by
    have hE : Real.exp (Real.log (S.p0 / S.n0) / 2) *
        Real.exp (Real.log (S.p0 / S.n0) / 2) = S.p0 / S.n0 := by
      rw [← Real.exp_add, add_halves, Real.exp_log (div_pos S.p0_pos S.n0_pos)]
    have hn := S.n0_pos.ne'
    have hp : S.n0 * (S.p0 / S.n0) = S.p0 := by field_simp
    simp only [DefectSystem.netCharge, hN, zero_mul, Finset.sum_const_zero, add_zero]
    generalize Real.log (S.p0 / S.n0) / 2 = L at hE ⊢
    have hF : Real.exp (-L) * Real.exp L = 1 := by
      rw [← Real.exp_add, neg_add_cancel, Real.exp_zero]
    linear_combination (-Real.exp (-L)) * hp - S.n0 * Real.exp (-L) * hE +
      S.n0 * Real.exp L * hF
  obtain ⟨-, hanti, -⟩ := fermi_level_exists_unique_and_bisection S
  exact ⟨fun hu => hanti.injective (hu.trans hzero.symm), fun hu => hu ▸ hzero⟩

end

end PointDefectEquilibrium
```

```lean
#print axioms PointDefectEquilibrium.fermi_level_exists_unique_and_bisection
-- 'PointDefectEquilibrium.fermi_level_exists_unique_and_bisection' depends on axioms: [propext, Classical.choice, Quot.sound]
#print axioms PointDefectEquilibrium.intrinsic_fermi_level
-- 'PointDefectEquilibrium.intrinsic_fermi_level' depends on axioms: [propext, Classical.choice, Quot.sound]
```
